# A real orthonormal orbital frame can be deformed continuously, through real orthonormal frames, into the frame with one orbital negated exactly when there are fewer orbitals than basis functions

Q: Before I interpolate between the orbitals of two calculations, I align their signs, because a solver may return $-c_k$ where the previous run had $c_k$. The density matrix is the same for both signs. What goes wrong if I skip the alignment and simply ask for a continuous orthonormal path?

A: Suppose the two sets agree except that exactly one orbital has the opposite sign, and the orbitals stay real along the path. Then every such path makes the density matrix change on the way, although it is the same at both ends. If the orbitals fill the whole basis, there is no path at all. (With exactly two signs reversed, half a turn in the plane of those two orbitals would join the sets with a constant density matrix.) This concerns orbital interpolation and direct minimisation with real coefficients in a finite orthonormal basis.

Q: Derive it by hand first.

A: Let $C$ be a real $n\times N$ matrix with columns $c_j$ and $C^TC=1$, so that $n$ counts basis functions and $N$ counts orbitals. Let $C'$ be $C$ with column $k$ negated. The density matrix is
$$CC^T=\sum_j c_jc_j^T,$$
and $(-c_k)(-c_k)^T=c_kc_k^T$, so $C'$ has the same one.

Suppose $N<n$. The map $C^T$ goes from $n$ dimensions to $N$, so it sends some $v\neq0$ to zero. Put $u=v/\sqrt{v\cdot v}$, a normalised virtual orbital orthogonal to every $c_j$. Replace column $k$ by
$$c_k(\theta)=\cos\theta\,c_k+\sin\theta\,u,\qquad 0\le\theta\le\pi.$$
Its squared norm is $\cos^2\theta+2\sin\theta\cos\theta\,(c_k\cdot u)+\sin^2\theta=1$. For $j\ne k$ its overlap with $c_j$ is $\cos\theta\,(c_j\cdot c_k)+\sin\theta\,(c_j\cdot u)=0$. The frame stays orthonormal, and at $\theta=\pi$ the column is $-c_k$.

Q: That path moves the occupied space. Could a cleverer one leave it alone?

A: No. Suppose $Y(t)$, with $0\le t\le1$, is a continuous path from $C$ to $C'$ with $Y^TY=1$ and $YY^T=CC^T$ throughout. The overlap matrix $M(t)=C^TY(t)$ satisfies
$$M^TM=Y^TCC^TY=Y^TYY^TY=1,$$
so $(\det M)^2=1$. At the start $M(0)=C^TC=1$, with determinant $1$. At the end $C'=CD$, where $D$ is diagonal with $-1$ in position $k$ and $1$ elsewhere, so $M(1)=D$ has determinant $-1$. A continuous real function going from $1$ to $-1$ passes through $0$, which contradicts $(\det M)^2=1$.

Q: And when does the path fail to exist altogether?

A: If $Cx=Cy$, multiplying by $C^T$ gives $x=y$. So $C$ is injective and $N\le n$. The only case left is $N=n$. Then $C$ is square, and $C^TC=1$ implies $CC^T=1$. Every frame has density matrix $1$, so any path of frames would be a path at fixed density, which we have just excluded.

Q: Show me the smallest examples.

A: For $n=N=1$ the frames are the two numbers $1$ and $-1$, and no continuous path within that set joins them. For $n=2$, $N=1$ the frames are the points of the unit circle. Half a turn takes $c_0$ to $-c_0$, and a quarter of the way round the circle the occupied orbital is orthogonal to the one you started with.

Q: Now the formal version. What is an orbital frame there?

A: A real coefficient matrix in the following set.

In Lean 4 with Mathlib:

```lean
import Mathlib

open Matrix

namespace OrbitalSignPath

noncomputable section

variable {n N : ℕ}

/-- The orbital frames: real `n × N` coefficient matrices with orthonormal columns. -/
def frames (n N : ℕ) : Set (Matrix (Fin n) (Fin N) ℝ) := {C | Cᵀ * C = 1}
```

The types `Fin n` and `Fin N` label basis functions and orbitals, counting from zero, so your first orbital is `k = 0`. The condition `Cᵀ * C = 1` presupposes an orthonormal basis. With a nonorthogonal atomic basis, you first transform the coefficients to an orthonormalised one.

Q: Is the density matrix the usual one?

A: It is the projector onto the occupied space when $C$ is a frame, with no spin factor of two.

```lean
/-- The density matrix `C Cᵀ` of a coefficient matrix. -/
def density (C : Matrix (Fin n) (Fin N) ℝ) : Matrix (Fin n) (Fin n) ℝ := C * Cᵀ
```

The next two definitions are the end point $C'$ and the frame with the rotated column.

```lean
/-- The coefficient matrix with the sign of orbital `k` reversed. -/
def negateColumn (C : Matrix (Fin n) (Fin N) ℝ) (k : Fin N) : Matrix (Fin n) (Fin N) ℝ :=
  Matrix.of fun i j => if j = k then -C i j else C i j

/-- The coefficient matrix with orbital `k` replaced by `cos θ c_k + sin θ u`. -/
def rotateColumn (C : Matrix (Fin n) (Fin N) ℝ) (k : Fin N) (u : Fin n → ℝ) (θ : ℝ) :
    Matrix (Fin n) (Fin N) ℝ :=
  Matrix.of fun i j => if j = k then Real.cos θ * C i j + Real.sin θ * u i else C i j
```

Q: What exactly does the main theorem assume and conclude?

A: It assumes `C ∈ frames n N` and an orbital `k : Fin N`. Having such a `k` already means $N\ge1$. It concludes that `density (negateColumn C k) = density C`, and that `JoinedIn (frames n N) C (negateColumn C k)` holds if and only if `N < n`. `JoinedIn` says that there is a continuous map from the unit interval into the matrices that starts at the first frame, ends at the second and stays in the given set. Continuity means continuity of every matrix entry; no smoothness is required.

Q: You also said that the density matrix changes along the path. The equivalence does not say that.

A: A separate theorem, `not_joined_at_fixed_density`, does. It uses the smaller set of frames whose density equals that of `C`, and denies `JoinedIn` there for all sizes.

Q: What physics is missing?

A: There is no energy function, so nothing is said about barriers along the path or about where a minimiser goes. The result is about the density matrix; the electron density in space can stay the same while the density matrix changes. An algorithm with finite steps may also jump from one sign to the other. Real coefficients matter too: with complex ones, the phase factor $e^{i\theta}$ would carry $c_k$ to $-c_k$ at constant density.

Q: Then take me through the proof. Where does the matrix $D$ enter?

A: In the first lemma, which writes the sign change as multiplication from the right by a diagonal matrix. It is checked entry by entry, for `j = k` and `j ≠ k`.

```lean
/-- Reversing the sign of one orbital is multiplication from the right by a diagonal
matrix of signs. -/
theorem negateColumn_eq_mul (C : Matrix (Fin n) (Fin N) ℝ) (k : Fin N) :
    negateColumn C k = C * Matrix.diagonal (fun j => if j = k then (-1 : ℝ) else 1) := by
  ext i j
  by_cases h : j = k <;> simp [negateColumn, Matrix.mul_diagonal, h]
```

The equality of densities is also checked entrywise. Each term of the sum over orbitals is either unchanged or has two minus signs, and `ring` cancels them.

```lean
/-- Reversing the sign of one orbital leaves the density matrix unchanged. -/
theorem density_negateColumn (C : Matrix (Fin n) (Fin N) ℝ) (k : Fin N) :
    density (negateColumn C k) = density C := by
  ext i j
  simp only [density, Matrix.mul_apply, Matrix.transpose_apply, negateColumn, Matrix.of_apply]
  refine Finset.sum_congr rfl fun a _ => ?_
  split_ifs <;> ring
```

Q: And the bound $N\le n$?

A: As by hand, applying $C^T$ to $Cx=Cy$ gives injectivity. An injective linear map cannot lower the dimension, which is what `LinearMap.finrank_le_finrank_of_injective` supplies.

```lean
/-- There are at most as many orthonormal orbitals as basis functions. -/
theorem card_le_of_mem_frames {C : Matrix (Fin n) (Fin N) ℝ} (hC : C ∈ frames n N) :
    N ≤ n := by
  have h : Cᵀ * C = 1 := hC
  have hinj : Function.Injective C.mulVecLin := by
    intro x y hxy
    have hxy' : C *ᵥ x = C *ᵥ y := hxy
    have h2 := congrArg (fun v => Cᵀ *ᵥ v) hxy'
    simpa only [Matrix.mulVec_mulVec, h, Matrix.one_mulVec] using h2
  have h3 := LinearMap.finrank_le_finrank_of_injective hinj
  simpa only [Module.finrank_fin_fun] using h3
```

Q: Where does the virtual orbital come from?

A: From the same dimension count, used in the other direction. If $C^T$ were injective, then $n\le N$, contrary to `N < n`. So two different vectors have the same image, and their difference is the kernel vector $v$. The number `r` is $\sqrt{v\cdot v}$, and `r⁻¹ • v` is the normalised $u$. This lemma does not need the columns of `C` to be orthonormal.

```lean
/-- If there are fewer orbitals than basis functions, some normalised virtual orbital is
orthogonal to all of them. -/
theorem exists_virtual (C : Matrix (Fin n) (Fin N) ℝ) (hN : N < n) :
    ∃ u : Fin n → ℝ, u ⬝ᵥ u = 1 ∧ Cᵀ *ᵥ u = 0 := by
  -- the overlap map from `n` to `N` dimensions has a kernel
  have hninj : ¬ Function.Injective Cᵀ.mulVecLin := by
    intro h
    have h3 := LinearMap.finrank_le_finrank_of_injective h
    simp only [Module.finrank_fin_fun] at h3
    omega
  obtain ⟨v, hv0, hv⟩ : ∃ v : Fin n → ℝ, v ≠ 0 ∧ Cᵀ *ᵥ v = 0 := by
    by_contra hcon
    apply hninj
    intro x y hxy
    have hxy' : Cᵀ *ᵥ x = Cᵀ *ᵥ y := hxy
    by_contra hne
    exact hcon ⟨x - y, sub_ne_zero.mpr hne, by rw [Matrix.mulVec_sub, hxy', sub_self]⟩
  -- normalise the kernel vector
  obtain ⟨r, hr0, hr⟩ : ∃ r : ℝ, r ≠ 0 ∧ r * r = v ⬝ᵥ v := by
    have hnn : 0 ≤ v ⬝ᵥ v := Finset.sum_nonneg fun i _ => mul_self_nonneg (v i)
    refine ⟨Real.sqrt (v ⬝ᵥ v), fun h0 => hv0 ?_, Real.mul_self_sqrt hnn⟩
    have h1 := Real.mul_self_sqrt hnn
    rw [h0, mul_zero] at h1
    exact dotProduct_self_eq_zero.mp h1.symm
  refine ⟨r⁻¹ • v, ?_, ?_⟩
  · rw [smul_dotProduct, dotProduct_smul, ← hr, smul_eq_mul, smul_eq_mul]
    field_simp
  · rw [Matrix.mulVec_smul, hv, smul_zero]
```

Q: Does the code check all the overlaps of the rotated frame?

A: Yes, through one general formula, called `key`:
$$(p\,c_a+q\,u)\cdot(r\,c_b+s\,u)=pr\,\delta_{ab}+qs.$$
Here $r$ is just a coefficient. The statement `entry` writes every column in this form, with coefficients $\cos\theta,\sin\theta$ for column $k$ and $1,0$ for the others. When $a=b=k$ the formula gives $\cos^2\theta+\sin^2\theta$, which `linear_combination` reduces to $1$. In all other cases $qs=0$, and what remains is the corresponding entry of the identity matrix.

```lean
/-- Rotating one orbital of an orthonormal frame into a normalised virtual orbital, orthogonal
to the whole frame, keeps the frame orthonormal at every angle. -/
theorem rotateColumn_mem {C : Matrix (Fin n) (Fin N) ℝ} (hC : C ∈ frames n N) (k : Fin N)
    {u : Fin n → ℝ} (hu : u ⬝ᵥ u = 1) (hCu : Cᵀ *ᵥ u = 0) (θ : ℝ) :
    rotateColumn C k u θ ∈ frames n N := by
  have h : Cᵀ * C = 1 := hC
  have hCC : ∀ a b, ∑ i, C i a * C i b = if a = b then (1 : ℝ) else 0 := by
    intro a b
    have h1 := congrFun (congrFun h a) b
    simpa only [Matrix.mul_apply, Matrix.transpose_apply, Matrix.one_apply] using h1
  have hCu' : ∀ a, ∑ i, C i a * u i = 0 := fun a => congrFun hCu a
  have huu : ∑ i, u i * u i = 1 := hu
  -- overlap of two general combinations of an orbital with `u`
  have key : ∀ (p q r s : ℝ) (a b : Fin N),
      ∑ i, (p * C i a + q * u i) * (r * C i b + s * u i)
        = p * r * (if a = b then (1 : ℝ) else 0) + q * s := by
    intro p q r s a b
    have e : ∑ i, (p * C i a + q * u i) * (r * C i b + s * u i)
        = p * r * ∑ i, C i a * C i b + p * s * ∑ i, C i a * u i
          + q * r * ∑ i, C i b * u i + q * s * ∑ i, u i * u i := by
      simp only [Finset.mul_sum, ← Finset.sum_add_distrib]
      exact Finset.sum_congr rfl fun i _ => by ring
    rw [e, hCC, hCu', hCu', huu]
    ring
  have entry : ∀ i a, rotateColumn C k u θ i a
      = (if a = k then Real.cos θ else 1) * C i a + (if a = k then Real.sin θ else 0) * u i := by
    intro i a
    by_cases ha : a = k <;> simp [rotateColumn, ha]
  change (rotateColumn C k u θ)ᵀ * rotateColumn C k u θ = 1
  ext a b
  simp only [Matrix.mul_apply, Matrix.transpose_apply, entry, Matrix.one_apply]
  rw [key]
  by_cases hab : a = b
  · subst hab
    by_cases ha : a = k
    · simp only [ha, ↓reduceIte]
      linear_combination Real.sin_sq_add_cos_sq θ
    · simp [ha]
  · by_cases ha : a = k
    · have hb : b ≠ k := fun hb => hab (ha.trans hb.symm)
      simp [hab, hb]
    · simp [hab, ha]
```

Q: Now the determinant argument. How is the crossing through zero obtained?

A: `hcont` says that $\det(C^TY(t))$ is continuous, with the path written as `γ`. `h0` and `h1` give the end values $1$ and $-1$; the second uses the diagonal matrix from the first lemma. The intermediate value theorem, `mem_range_of_exists_le_of_exists_ge`, then yields a `t` where the determinant vanishes. At that `t`, the `calc` block repeats the computation of $M^TM=1$. The step with `← hD` is where constant density is used, replacing $CC^T$ by $YY^T$. Taking determinants gives $0=1$.

```lean
/-- No continuous path of orthonormal frames with constant density matrix reverses the sign
of a single orbital. -/
theorem not_joined_at_fixed_density {C : Matrix (Fin n) (Fin N) ℝ} (hC : C ∈ frames n N)
    (k : Fin N) :
    ¬ JoinedIn {Y | Y ∈ frames n N ∧ density Y = density C} C (negateColumn C k) := by
  rintro ⟨γ, hγ⟩
  have h : Cᵀ * C = 1 := hC
  have hcont : Continuous fun t => (Cᵀ * γ t).det :=
    (continuous_const.matrix_mul γ.continuous).matrix_det
  -- the overlap determinant starts at 1 and ends at -1
  have h0 : (Cᵀ * γ 0).det = 1 := by rw [γ.source, h, Matrix.det_one]
  have h1 : (Cᵀ * γ 1).det = -1 := by
    rw [γ.target, negateColumn_eq_mul, ← Matrix.mul_assoc, h, Matrix.one_mul,
      Matrix.det_diagonal]
    simp
  have hle : (Cᵀ * γ 1).det ≤ 0 := by linarith
  have hge : 0 ≤ (Cᵀ * γ 0).det := by linarith
  have hzero : (0 : ℝ) ∈ Set.range fun t => (Cᵀ * γ t).det :=
    mem_range_of_exists_le_of_exists_ge hcont ⟨1, hle⟩ ⟨0, hge⟩
  obtain ⟨t, ht⟩ := hzero
  have ht' : (Cᵀ * γ t).det = 0 := ht
  -- but the overlap matrix is orthogonal all along the path
  have hY : (γ t)ᵀ * γ t = 1 := (hγ t).1
  have hD : γ t * (γ t)ᵀ = C * Cᵀ := (hγ t).2
  have horth : (Cᵀ * γ t)ᵀ * (Cᵀ * γ t) = 1 := by
    calc (Cᵀ * γ t)ᵀ * (Cᵀ * γ t) = (γ t)ᵀ * (C * Cᵀ) * γ t := by
          simp only [Matrix.transpose_mul, Matrix.transpose_transpose, Matrix.mul_assoc]
      _ = ((γ t)ᵀ * γ t) * ((γ t)ᵀ * γ t) := by
          rw [← hD]
          simp only [Matrix.mul_assoc]
      _ = 1 := by rw [hY, Matrix.one_mul]
  have hdet := congrArg Matrix.det horth
  rw [Matrix.det_mul, ht', mul_zero, Matrix.det_one] at hdet
  exact zero_ne_one hdet
```

Q: What is left for the final theorem?

A: Assembling the two directions. If a path exists and $N<n$ fails, the bound $N\le n$ leaves $n=N$. For square matrices `mul_eq_one_comm` turns $Y^TY=1$ into $YY^T=1$, so every frame has the density of `C`. Then `hJ.mono` reads the given path as one at fixed density, and the previous theorem rules it out.

Conversely, if $N<n$, the proof takes the virtual orbital and uses the path $t\mapsto$ `rotateColumn C k u (Real.pi * t)`. `JoinedIn.ofLine` asks for four things: continuity, the right starting frame at $t=0$, the right final frame at $t=1$, and orthonormality in between. The last is the rotation lemma.

```lean
/-- An orthonormal frame of `N` orbitals in `n` basis functions and the frame with one orbital
negated have the same density matrix, and a continuous path of orthonormal frames joins them
if and only if `N < n`. -/
theorem joined_negateColumn_iff {C : Matrix (Fin n) (Fin N) ℝ} (hC : C ∈ frames n N)
    (k : Fin N) :
    density (negateColumn C k) = density C ∧
      (JoinedIn (frames n N) C (negateColumn C k) ↔ N < n) := by
  refine ⟨density_negateColumn C k, fun hJ => ?_, fun hN => ?_⟩
  · by_contra hlt
    have hle := card_le_of_mem_frames hC
    obtain rfl : n = N := by omega
    -- with a full basis occupied, every frame has density matrix 1
    refine not_joined_at_fixed_density hC k (hJ.mono fun Y hY => ⟨hY, ?_⟩)
    have hY1 : Y * Yᵀ = 1 := mul_eq_one_comm.mp hY
    have hC1 : C * Cᵀ = 1 := mul_eq_one_comm.mp hC
    exact hY1.trans hC1.symm
  · -- rotate the orbital by half a turn through a virtual orbital
    obtain ⟨u, hu, hCu⟩ := exists_virtual C hN
    have hcont : Continuous fun t : ℝ => rotateColumn C k u (Real.pi * t) := by
      refine continuous_matrix fun i j => ?_
      by_cases h : j = k <;> simp only [rotateColumn, Matrix.of_apply, h, ↓reduceIte] <;>
        fun_prop
    refine JoinedIn.ofLine hcont.continuousOn ?_ ?_ ?_
    · ext i j
      by_cases h : j = k <;> simp [rotateColumn, h]
    · ext i j
      by_cases h : j = k <;> simp [rotateColumn, negateColumn, h]
    · rintro _ ⟨t, _, rfl⟩
      exact rotateColumn_mem hC k hu hCu _

end

end OrbitalSignPath
```

```lean
#print axioms OrbitalSignPath.joined_negateColumn_iff
```

```
'OrbitalSignPath.joined_negateColumn_iff' depends on axioms: [propext, Classical.choice, Quot.sound]
```

Q: So for my interpolation, having a virtual orbital available does not make the sign alignment pointless?

A: It does not. The virtual orbital makes a continuous orthonormal path from $C$ to $C'$ possible, but along that path the density matrix has to change and then return to its initial value. If you restore the sign of $c_k$ first, the two frames coincide and the constant path joins them.
